# Filling the lowest levels minimises the energy of a fixed number of non-interacting fermions

The theorem `aufbau` compares two ways of placing the same finite number of non-interacting fermions in single-particle levels with real energies `f k`, each level holding at most one particle. If every level in the finite set `A` lies at or below `μ`, and every level of the equally large set `S` that is not in `A` lies at or above `μ`, then the sum of `f k` over `A` is at most the sum over `S`. The attempt measures all energies from `μ` and splits each sum into the levels common to both sets and the rest. The common part is the same on both sides, the rest of `A` contributes at most zero and the rest of `S` at least zero, and since the sets are equally large the shift by `μ` drops out.

In Lean, a first try:

```lean
import Mathlib

open Real Finset

namespace Aufbau

noncomputable section

/-- Aufbau principle: if the levels in `A` lie at or below `μ` and those of `S` outside `A`
at or above `μ`, then filling `A` costs no more than filling the equally large set `S`. -/
theorem aufbau (f : ℕ → ℝ) (μ : ℝ) (A S : Finset ℕ) (hc : A.card = S.card)
    (hA : ∀ k ∈ A, f k ≤ μ) (hS : ∀ k ∈ S, k ∉ A → μ ≤ f k) :
    ∑ k ∈ A, f k ≤ ∑ k ∈ S, f k := by
  have h1 := sum_inter_add_sum_diff A S (fun k => f k - μ)
  have h2 := sum_inter_add_sum_diff S A (fun k => f k - μ)
  rw [inter_comm] at h2
  have h3 : ∑ k ∈ A \ S, (f k - μ) ≤ 0 :=
    sum_nonpos fun k hk => sub_nonpos.2 (hA k (mem_sdiff.1 hk).1)
  have h4 : 0 ≤ ∑ k ∈ S \ A, (f k - μ) :=
    sum_nonneg fun k hk => sub_nonneg.2 (hS k (mem_sdiff.1 hk).1 (mem_sdiff.1 hk).2)
  have h : ∑ k ∈ A, (f k - μ) ≤ ∑ k ∈ S, (f k - μ) := by linarith
  simp only [sum_sub_distrib, sum_const, hc] at h
  linarith

end

end Aufbau
```

Compiling this gives:

```
Main.lean:14:13: error(lean.unknownIdentifier): Unknown identifier `sum_inter_add_sum_diff`
Main.lean:13:35: error: unsolved goals
f : ℕ → ℝ
μ : ℝ
A S : Finset ℕ
hc : #A = #S
hA : ∀ k ∈ A, f k ≤ μ
hS : ∀ k ∈ S, k ∉ A → μ ≤ f k
⊢ ∑ k ∈ A, f k ≤ ∑ k ∈ S, f k
```

Diagnosis. The first message says that Lean knows no `sum_inter_add_sum_diff`. The proof wants the lemma that splits a sum over `A` into the sums over `A ∩ S` and `A \ S`, and the name that works here ends in `sdiff`: `sum_inter_add_sum_sdiff`, with the same arguments.

The second message is a consequence of the first. The proof stopped at the `have` for `h1`, so the theorem's goal is reported as unsolved, with only the original hypotheses in the context. It points to no separate fault in the argument.

The diff corrects the name in both places. The change in `h1` removes the reported error; the one in `h2` is needed too, since that line used the same unknown name but was never reached. The rest of the proof is unchanged.

The repair, with which the file compiles:

```diff
@@ -12,6 +12,6 @@
     (hA : ∀ k ∈ A, f k ≤ μ) (hS : ∀ k ∈ S, k ∉ A → μ ≤ f k) :
     ∑ k ∈ A, f k ≤ ∑ k ∈ S, f k := by
-  have h1 := sum_inter_add_sum_diff A S (fun k => f k - μ)
-  have h2 := sum_inter_add_sum_diff S A (fun k => f k - μ)
+  have h1 := sum_inter_add_sum_sdiff A S (fun k => f k - μ)
+  have h2 := sum_inter_add_sum_sdiff S A (fun k => f k - μ)
   rw [inter_comm] at h2
   have h3 : ∑ k ∈ A \ S, (f k - μ) ≤ 0 :=
```
